# Second moments over a Fermi ball are isotropic, and so is the kinetic stress

**A:** In $d\ge 1$ dimensions, the integral of $k_ik_j$ over a Fermi ball of radius $k_F$ is zero for $i\neq j$ and equals $1/d$ of the integral of $|k|^2$ for $i=j$. A non-interacting gas that fills this ball therefore has the same kinetic pressure in every direction. The same holds for any occupation $f(|k|)$ for which $f(|k|)|k|^2$ is integrable.

**Q:** Before you show me any code, convince me with ordinary integrals.

**A:** Write $I_{ij}=\int f(|k|)\,k_ik_j\,d^dk$. A reflection or a permutation of the axes preserves both volume and $|k|$, so applying it to the factor $k_ik_j$ alone leaves the integral unchanged.

For $i\neq j$, reflect axis $i$. The factor $k_ik_j$ changes sign, so $I_{ij}=-I_{ij}$. The integral is finite, because $|k_ik_j|\le|k|^2$, and hence $I_{ij}=0$.

For the diagonal, exchange axes $i$ and $l$. This gives $I_{ll}=I_{ii}$ for every $l$. Each of these integrals is finite, because $k_l^2\le|k|^2$. Summing over $l$,
$$\int f(|k|)\,|k|^2\,d^dk=\sum_l I_{ll}=d\,I_{ii}.$$

**Q:** And the pressure?

**A:** Set $\hbar=m=1$. Then velocity equals $k$, and $k_ik_j$ is the flux of $i$-momentum along $j$ carried by one particle. Plane-wave states have density $g/(2\pi)^d$ per unit volume of space and of $k$-space, where $g$ is the degeneracy, equal to 2 for unpolarised electrons. With the kinetic energy density $\varepsilon=\frac{g}{(2\pi)^d}\int f\,\frac{|k|^2}{2}\,d^dk$, the stress is
$$\Pi_{ij}=\frac{g}{(2\pi)^d}\,I_{ij}=\frac{2}{d}\,\varepsilon\,\delta_{ij}.$$

For the filled sphere, let $V_d$ be the volume of the unit ball, whose surface has area $dV_d$. In polar coordinates, for $m=0,1,2,\dots$ (in these moments an exponent, not the mass),
$$M_m=\int_{|k|\le k_F}|k|^m\,d^dk=dV_d\int_0^{k_F}r^{d-1+m}\,dr=dV_d\,\frac{k_F^{d+m}}{d+m}.$$
Hence $M_0=V_dk_F^d$ and $M_2/d=V_dk_F^{d+2}/(d+2)=\frac{k_F^2}{d+2}M_0$. With the number density $n=\frac{g}{(2\pi)^d}M_0$, this gives $\Pi_{ij}=\frac{k_F^2}{d+2}\,n\,\delta_{ij}$. In three dimensions the pressure is $k_F^2n/5$, or two thirds of the energy density.

**Q:** Now the code. What is momentum space there, and is the norm the one I mean?

**A:** It is `EuclideanSpace ℝ (Fin d)`, with the Euclidean norm and Lebesgue measure. The component $k_i$ is written `k i`, and indices run from $0$ to $d-1$.

```lean
import Mathlib

open MeasureTheory Metric

namespace FermiSphereStress

noncomputable section

/-- Momentum space of a `d`-dimensional electron gas. -/
abbrev KSpace (d : ℕ) := EuclideanSpace ℝ (Fin d)
```

The filled sphere is a step function of the radius, with the surface itself counted as occupied.

```lean
/-- Occupation of the filled Fermi sphere: one for `r ≤ kF`, zero beyond. -/
def fermiStep (kF r : ℝ) : ℝ := if r ≤ kF then 1 else 0
```

**Q:** You could have hidden the isotropy in the definition of the stress.

**A:** The definition does assume an occupation that depends only on $|k|$, and that is the source of the isotropy. But it has a separate integral for each pair $i,j$, and the vanishing of the off-diagonal ones and the equality of the diagonal ones are proved below, not written into it. Its sign is that of momentum flux, so pressure is positive; some texts define stress with the opposite sign.

```lean
/-- Kinetic stress tensor of a gas with occupation `f (|k|)` and degeneracy `g`,
in units where `ħ = m = 1`. -/
def kineticStress (d : ℕ) (g : ℝ) (f : ℝ → ℝ) : Matrix (Fin d) (Fin d) ℝ :=
  Matrix.of fun i j => g / (2 * Real.pi) ^ d * ∫ k : KSpace d, f ‖k‖ * (k i * k j)
```

The energy and number densities use the same prefactor. Here `g` may be any real number and `f` any real function, so the bounds $0\le f\le1$ are not imposed.

```lean
/-- Kinetic energy per volume, in units where `ħ = m = 1`. -/
def energyDensity (d : ℕ) (g : ℝ) (f : ℝ → ℝ) : ℝ :=
  g / (2 * Real.pi) ^ d * ∫ k : KSpace d, f ‖k‖ * (‖k‖ ^ 2 / 2)

/-- Number of particles per volume. -/
def numberDensity (d : ℕ) (g : ℝ) (f : ℝ → ℝ) : ℝ :=
  g / (2 * Real.pi) ^ d * ∫ k : KSpace d, f ‖k‖
```

**Q:** Where does the symmetry argument enter?

**A:** First as a lemma about an arbitrary linear isometry `L` and an arbitrary function `G`. Its proof is the change of variables: `L.measurePreserving` supplies the unit Jacobian, and `L.norm_map` leaves the weight alone.

```lean
/-- An integral over momentum space with a radial weight is unchanged when the rest of
the integrand is rotated or reflected. -/
theorem integral_radial_comp {d : ℕ} (f : ℝ → ℝ) (L : KSpace d ≃ₗᵢ[ℝ] KSpace d)
    (G : KSpace d → ℝ) :
    ∫ k, f ‖k‖ * G (L k) = ∫ k, f ‖k‖ * G k := by
  have h := L.measurePreserving.integral_comp L.toHomeomorph.measurableEmbedding
    (fun k => f ‖k‖ * G k)
  simpa only [L.norm_map] using h
```

**Q:** And the main theorem says exactly what you derived?

**A:** Yes. The `if i = j` on its right-hand side is the Kronecker delta. The hypothesis `hf` says that $f(|k|)|k|^2$ is integrable, which for a non-negative occupation means finite kinetic energy density. Lean gives a non-integrable function the integral zero, so `hf` also ensures that the values here are true integrals. The condition $d\ge1$ is not written out, because an index `i : Fin d` exists only if $d\ge1$.

The proof splits into the two cases. On the diagonal, `hns` expands $|k|^2$, `hint` gives integrability of each term from $k_l^2\le|k|^2$, `hswap` exchanges two axes, and `hsum` adds the equal integrals. Since `f` is not assumed measurable, `hint` gets measurability by multiplying $f|k|^2$ by $k_l^2/|k|^2$ away from the origin. In the off-diagonal case `L` reflects axis `i`, and `linarith` concludes from $-I_{ij}=I_{ij}$ that the integral is zero.

```lean
/-- For a radial occupation with integrable `f (|k|) |k|²`, the integral of `k_i k_j`
vanishes for `i ≠ j` and is `1/d` of the integral of `|k|²` for `i = j`. -/
theorem second_moment_isotropic {d : ℕ} {f : ℝ → ℝ}
    (hf : Integrable (fun k : KSpace d => f ‖k‖ * ‖k‖ ^ 2)) (i j : Fin d) :
    ∫ k : KSpace d, f ‖k‖ * (k i * k j) =
      if i = j then 1 / (d : ℝ) * ∫ k : KSpace d, f ‖k‖ * ‖k‖ ^ 2 else 0 := by
  split_ifs with hij
  · subst hij
    have hns : ∀ k : KSpace d, ‖k‖ ^ 2 = ∑ l, k l * k l := fun k => by
      rw [EuclideanSpace.norm_sq_eq]
      exact Finset.sum_congr rfl fun l _ => by rw [Real.norm_eq_abs, sq_abs, sq]
    -- each diagonal integrand is dominated by the integrand with `|k|²`
    have hint : ∀ l : Fin d, Integrable (fun k : KSpace d => f ‖k‖ * (k l * k l)) := by
      intro l
      have c1 : Continuous (fun k : KSpace d => k l * k l) := by fun_prop
      have c2 : Continuous (fun k : KSpace d => ‖k‖ ^ 2) := by fun_prop
      have hm : AEStronglyMeasurable (fun k : KSpace d => f ‖k‖ * (k l * k l)) volume := by
        refine (hf.1.mul (c1.measurable.div c2.measurable).aestronglyMeasurable).congr
          (ae_of_all _ fun k => ?_)
        by_cases hk : k = 0
        · simp [hk]
        · have hk' : ‖k‖ ≠ 0 := norm_ne_zero_iff.mpr hk
          simp only [Pi.mul_apply, Pi.div_apply]
          field_simp
      refine hf.mono hm (ae_of_all _ fun k => ?_)
      rw [norm_mul (f ‖k‖) (k l * k l), norm_mul (f ‖k‖) (‖k‖ ^ 2)]
      refine mul_le_mul_of_nonneg_left ?_ (norm_nonneg (f ‖k‖))
      rw [Real.norm_of_nonneg (mul_self_nonneg _), Real.norm_of_nonneg (sq_nonneg _), hns]
      exact Finset.single_le_sum (f := fun l => k l * k l)
        (fun l _ => mul_self_nonneg _) (Finset.mem_univ l)
    -- exchanging two axes shows that all diagonal integrals agree
    have hswap : ∀ l : Fin d, ∫ k : KSpace d, f ‖k‖ * (k l * k l) =
        ∫ k : KSpace d, f ‖k‖ * (k i * k i) := by
      intro l
      let L : KSpace d ≃ₗᵢ[ℝ] KSpace d :=
        LinearIsometryEquiv.piLpCongrLeft 2 ℝ ℝ (Equiv.swap i l)
      have hL : ∀ k : KSpace d, (L k) i = k l := fun k => by
        simp [L, LinearIsometryEquiv.piLpCongrLeft_apply, Equiv.piCongrLeft']
      have h := integral_radial_comp f L (fun k => k i * k i)
      simpa only [hL] using h
    have hsum : ∫ k : KSpace d, f ‖k‖ * ‖k‖ ^ 2 =
        d * ∫ k : KSpace d, f ‖k‖ * (k i * k i) := by
      simp_rw [hns, Finset.mul_sum]
      rw [integral_finsetSum _ fun l _ => hint l, Finset.sum_congr rfl fun l _ => hswap l]
      simp
    have hd : (d : ℝ) ≠ 0 := Nat.cast_ne_zero.mpr (Fin.pos i).ne'
    rw [hsum]
    field_simp
  · -- reflecting the axis `i` reverses the sign of the integrand
    let L : KSpace d ≃ₗᵢ[ℝ] KSpace d := LinearIsometryEquiv.piLpCongrRight 2
      (fun l => if l = i then LinearIsometryEquiv.neg ℝ else LinearIsometryEquiv.refl ℝ ℝ)
    have hi : ∀ k : KSpace d, (L k) i = -k i := fun k => by
      simp [L, LinearIsometryEquiv.piLpCongrRight_apply]
    have hj : ∀ k : KSpace d, (L k) j = k j := fun k => by
      simp [L, LinearIsometryEquiv.piLpCongrRight_apply, Ne.symm hij]
    have h := integral_radial_comp f L (fun k => k i * k j)
    simp only [hi, hj, neg_mul, mul_neg, integral_neg] at h
    linarith
```

**Q:** What goes wrong if the occupation is not a function of $|k|$ alone?

**A:** Take $d=2$ and fill the rectangle $|k_0|\le2$, $|k_1|\le1$. Then
$$\int k_0^2\,d^2k=\frac{16}{3}\cdot2=\frac{32}{3},\qquad \int k_1^2\,d^2k=4\cdot\frac23=\frac83.$$
The off-diagonal integral still vanishes, but the diagonal ones differ. So reflection symmetry in each axis is not enough. The example does not show that full rotational symmetry is necessary: a filled square centred at the origin, with sides along the axes, also has equal diagonal integrals.

**Q:** Your opening claim was about a ball, not a weight.

**A:** The next lemma identifies the two descriptions: multiplying by the step occupation is the same as setting the integrand to zero outside the closed ball.

```lean
/-- Weighting with the step occupation is the same as cutting off at the Fermi sphere. -/
theorem fermiStep_mul_eq {d : ℕ} (kF : ℝ) (G : KSpace d → ℝ) :
    (fun k => fermiStep kF ‖k‖ * G k) = (closedBall 0 kF).indicator G := by
  funext k
  by_cases h : ‖k‖ ≤ kF <;> simp [fermiStep, h, Set.indicator]
```

The theorem for the ball follows. Integrability is now proved, since $|k|^2$ is continuous and the closed ball is compact. The main theorem is then applied to `fermiStep kF`, and the indicators are turned back into integrals over the ball.

```lean
/-- Over the Fermi ball the integral of `k_i k_j` vanishes for `i ≠ j` and equals `1/d`
of the integral of `|k|²` for `i = j`. -/
theorem fermi_ball_isotropic {d : ℕ} (kF : ℝ) (i j : Fin d) :
    ∫ k in closedBall (0 : KSpace d) kF, k i * k j =
      if i = j then 1 / (d : ℝ) * ∫ k in closedBall (0 : KSpace d) kF, ‖k‖ ^ 2 else 0 := by
  have hc : Continuous (fun k : KSpace d => ‖k‖ ^ 2) := by fun_prop
  have hf : Integrable (fun k : KSpace d => fermiStep kF ‖k‖ * ‖k‖ ^ 2) := by
    rw [fermiStep_mul_eq kF (fun k : KSpace d => ‖k‖ ^ 2),
      integrable_indicator_iff measurableSet_closedBall]
    exact hc.continuousOn.integrableOn_compact (isCompact_closedBall 0 kF)
  have h := second_moment_isotropic hf i j
  rw [fermiStep_mul_eq kF (fun k : KSpace d => k i * k j),
    fermiStep_mul_eq kF (fun k : KSpace d => ‖k‖ ^ 2),
    integral_indicator measurableSet_closedBall,
    integral_indicator measurableSet_closedBall] at h
  exact h
```

**Q:** Then the tensor statement should be short.

**A:** It is. In the statement, `• 1` means "times the identity matrix". The proof takes the factor $1/2$ out of the energy integral, compares entries using the main theorem, and finishes both cases with `ring`.

```lean
/-- For a radial occupation with integrable `f (|k|) |k|²`, the kinetic stress tensor is
the identity times `2/d` of the kinetic energy density. -/
theorem kineticStress_eq_energy {d : ℕ} (g : ℝ) {f : ℝ → ℝ}
    (hf : Integrable (fun k : KSpace d => f ‖k‖ * ‖k‖ ^ 2)) :
    kineticStress d g f = (2 / (d : ℝ) * energyDensity d g f) • 1 := by
  have he : ∫ k : KSpace d, f ‖k‖ * (‖k‖ ^ 2 / 2) =
      (∫ k : KSpace d, f ‖k‖ * ‖k‖ ^ 2) / 2 := by
    rw [← integral_div]
    exact integral_congr_ae (ae_of_all _ fun k => by ring)
  ext i j
  simp only [kineticStress, energyDensity, Matrix.of_apply, Matrix.smul_apply,
    Matrix.one_apply, smul_eq_mul, second_moment_isotropic hf i j, he]
  split_ifs <;> ring
```

**Q:** The last formula needs actual radial integrals. Are they assumed?

**A:** They are computed. In the moment formula, `volume.real (ball 0 1)` is $V_d$, and `NeZero d` states $d\ge1$, since no index is present to supply it. The step `h1` evaluates the one-dimensional integral of $r^{d-1+m}$ from $0$ to $k_F$, which is where `0 ≤ kF` is used. Mathlib's polar-coordinate theorem `integral_fun_norm_addHaar` supplies the factor $dV_d$.

```lean
/-- Radial moments of the Fermi sphere in dimension `d ≥ 1`, for `kF ≥ 0`, in terms of
the volume of the unit ball. -/
theorem fermi_radial_moment {d : ℕ} [NeZero d] {kF : ℝ} (hk : 0 ≤ kF) (m : ℕ) :
    ∫ k : KSpace d, fermiStep kF ‖k‖ * ‖k‖ ^ m =
      d * (volume.real (ball (0 : KSpace d) 1) * (kF ^ (d + m) / ((d : ℝ) + m))) := by
  have hpos : 0 < d := Nat.pos_of_ne_zero (NeZero.ne d)
  have : Nontrivial (KSpace d) := Module.nontrivial_of_finrank_pos (R := ℝ)
    (by rw [finrank_euclideanSpace_fin]; exact hpos)
  -- the remaining one-dimensional integral over the radius
  have h1 : ∫ y in Set.Ioi (0 : ℝ), y ^ (d - 1) • (fermiStep kF y * y ^ m) =
      kF ^ (d + m) / ((d : ℝ) + m) := by
    have e : (fun y : ℝ => y ^ (d - 1) • (fermiStep kF y * y ^ m)) =
        (Set.Iic kF).indicator (fun y => y ^ (d - 1 + m)) := by
      funext y
      by_cases h : y ≤ kF <;> simp [fermiStep, h, pow_add]
    have hd : d - 1 + m + 1 = d + m := by omega
    have hc : ((d - 1 + m : ℕ) : ℝ) + 1 = (d : ℝ) + m := by exact_mod_cast hd
    rw [e, setIntegral_indicator measurableSet_Iic, Set.Ioi_inter_Iic,
      ← intervalIntegral.integral_of_le hk, integral_pow, hc, hd,
      zero_pow (by omega), sub_zero]
  have h := integral_fun_norm_addHaar (volume : Measure (KSpace d))
    (fun r => fermiStep kF r * r ^ m)
  rw [finrank_euclideanSpace_fin, h1, nsmul_eq_mul, smul_eq_mul] at h
  exact h
```

The pressure of the filled sphere combines the moments $m=0$ and $m=2$ with the isotropy over the ball. After substitution, `field_simp` and `ring` check the diagonal identity $M_2/d=k_F^2M_0/(d+2)$, in which $V_d$ appears as a common factor.

```lean
/-- For a filled Fermi sphere with `kF ≥ 0`, the kinetic stress tensor is the identity
times `kF² / (d + 2)` times the number density. -/
theorem kineticStress_fermi_sphere {d : ℕ} (g : ℝ) {kF : ℝ} (hk : 0 ≤ kF) :
    kineticStress d g (fermiStep kF) =
      (kF ^ 2 / ((d : ℝ) + 2) * numberDensity d g (fermiStep kF)) • 1 := by
  ext i j
  have : NeZero d := ⟨(Fin.pos i).ne'⟩
  have hd : (d : ℝ) ≠ 0 := Nat.cast_ne_zero.mpr (NeZero.ne d)
  have hd2 : (d : ℝ) + 2 ≠ 0 := by positivity
  have h0 := fermi_radial_moment (d := d) hk 0
  have h2 := fermi_radial_moment (d := d) hk 2
  simp only [pow_zero, mul_one, add_zero, Nat.cast_zero] at h0
  rw [Nat.cast_ofNat] at h2
  have hs := fermi_ball_isotropic kF i j
  rw [← integral_indicator measurableSet_closedBall,
    ← integral_indicator measurableSet_closedBall,
    ← fermiStep_mul_eq, ← fermiStep_mul_eq, h2] at hs
  simp only [kineticStress, numberDensity, Matrix.of_apply, Matrix.smul_apply,
    Matrix.one_apply, smul_eq_mul, hs, h0]
  split_ifs
  · field_simp
    ring
  · ring

end

end FermiSphereStress
```

```lean
#print axioms FermiSphereStress.kineticStress_eq_energy
#print axioms FermiSphereStress.kineticStress_fermi_sphere
```

```
'FermiSphereStress.kineticStress_eq_energy' depends on axioms: [propext, Classical.choice, Quot.sound]
'FermiSphereStress.kineticStress_fermi_sphere' depends on axioms: [propext, Classical.choice, Quot.sound]
```

**Q:** So what still separates this from electrons in a metal?

**A:** Mainly the lattice and the interactions among the electrons, both of which the model leaves out. The sharply filled sphere is also the occupation at zero temperature; heating smears its edge. A smaller matter is the finite box: electrons in it occupy discrete wave vectors, and replacing their sum by $g/(2\pi)^d\int d^dk$ is the large-volume limit, which is built into the definitions here. For the uniform non-interacting gas in three dimensions at zero temperature, $k_F^2n/5$ is the kinetic pressure. The corresponding kinetic energy density, $3k_F^2n/10$, is what the Thomas–Fermi energy functional uses locally, with $n$ and $k_F$ depending on position.
